# The difference of two rank-one projectors: tr (P − Q)² = 2(1 − F) and (P − Q)³ = (1 − F)(P − Q)

## Definitions and conventions

A ket is a column of complex amplitudes u_i, where the index i runs over a finite set of basis labels. In Lean that set is the type `n`, a ket is a function `n → ℂ`, and an operator is a `Matrix n n ℂ`. The dimension is the number of elements of `n`; it is arbitrary but finite, and the basis is taken as orthonormal. Complex conjugation is written conj(z) in the text and `star` in the code.

```lean
import Mathlib

open Matrix

namespace ProjectorDifference

noncomputable section

variable {n : Type*} [Fintype n]
```

The overlap of two kets u and v is antilinear in the first argument, as in Dirac notation:

    ⟨u|v⟩ = Σ_i conj(u_i) v_i

Here `star u` conjugates every component, and `⬝ᵥ` is the plain bilinear sum of products.

```lean
/-- The overlap `⟨u|v⟩` of two kets, antilinear in the first. -/
def overlap (u v : n → ℂ) : ℂ := star u ⬝ᵥ v
```

The outer product |u⟩⟨v| is the matrix with entries

    (|u⟩⟨v|)_ij = u_i conj(v_j).

```lean
/-- The outer product `|u⟩⟨v|`. -/
def ketBra (u v : n → ℂ) : Matrix n n ℂ := Matrix.of fun i j => u i * star (v j)
```

The operator |u⟩⟨u| is called `proj u` for every u. The definition does not normalise: it is a projector, and the density matrix of a pure state, when ⟨u|u⟩ = 1, and the theorems below that need this carry it as a hypothesis of the form `overlap u u = 1`.

```lean
/-- The operator `|u⟩⟨u|`. -/
def proj (u : n → ℂ) : Matrix n n ℂ := ketBra u u
```

The fidelity is the squared modulus of the overlap, a real number:

    F = |⟨u|v⟩|²

This fixes the squared convention, in which F for unit kets is the probability of finding the state v in the state u. Where F enters an equation between complex numbers the code writes `(fidelity u v : ℂ)`.

```lean
/-- The squared modulus `|⟨u|v⟩|²` of the overlap of two kets; for unit kets, the fidelity of the two pure states. -/
def fidelity (u v : n → ℂ) : ℝ := ‖overlap u v‖ ^ 2
```

From here on P = |u⟩⟨u|, Q = |v⟩⟨v|, D = P − Q and s = ⟨u|v⟩, so that F = |s|².

## Products and traces of outer products

For any four kets a, b, c, d, the entry (i, j) of the product |a⟩⟨b| · |c⟩⟨d| is

    Σ_k a_i conj(b_k) c_k conj(d_j) = ⟨b|c⟩ a_i conj(d_j),

and the trace of an outer product is

    tr |a⟩⟨d| = Σ_k a_k conj(d_k) = ⟨d|a⟩,

with the two kets in reversed order. The theorem `ketBra_rules` states both rules without any normalisation; `•` is multiplication of a matrix by a scalar. The proof unfolds each side to a sum over k and compares the summands with `ring`.

```lean
/-- Product and trace of outer products: `|a⟩⟨b|c⟩⟨d| = ⟨b|c⟩ |a⟩⟨d|` and
`tr |a⟩⟨d| = ⟨d|a⟩`. -/
theorem ketBra_rules (a b c d : n → ℂ) :
    ketBra a b * ketBra c d = overlap b c • ketBra a d ∧
      trace (ketBra a d) = overlap d a := by
  constructor
  · ext i j
    simp only [ketBra, overlap, Matrix.mul_apply, Matrix.of_apply, Matrix.smul_apply,
      dotProduct, Pi.star_apply, smul_eq_mul, Finset.sum_mul]
    exact Finset.sum_congr rfl fun k _ => by ring
  · simp only [ketBra, overlap, trace, diag_apply, Matrix.of_apply, dotProduct, Pi.star_apply]
    exact Finset.sum_congr rfl fun k _ => by ring
```

Exchanging the arguments conjugates the overlap, ⟨v|u⟩ = Σ_k conj(v_k) u_k = conj(s), and therefore

    ⟨u|v⟩⟨v|u⟩ = s conj(s) = |s|² = F.

The step `h` is the conjugation rule, and `Complex.mul_conj` turns s conj(s) into the squared modulus. The theorem records both orders of the factors, because PQP produces one order and QPQ the other.

```lean
/-- The two overlaps multiply to the fidelity, in either order:
`⟨u|v⟩⟨v|u⟩ = ⟨v|u⟩⟨u|v⟩ = |⟨u|v⟩|²`. -/
theorem overlap_mul_overlap (u v : n → ℂ) :
    overlap u v * overlap v u = (fidelity u v : ℂ) ∧
      overlap v u * overlap u v = (fidelity u v : ℂ) := by
  have h : overlap v u = (starRingEnd ℂ) (overlap u v) := by
    simp only [overlap, dotProduct, Pi.star_apply, map_sum, map_mul, Complex.star_def,
      Complex.conj_conj]
    exact Finset.sum_congr rfl fun k _ => by ring
  have h1 : overlap u v * overlap v u = (fidelity u v : ℂ) := by
    rw [h, Complex.mul_conj, Complex.normSq_eq_norm_sq, fidelity]
  exact ⟨h1, by rw [mul_comm]; exact h1⟩
```

## The algebra of two idempotents

The square and cube of P − Q can be expanded using nothing but P² = P and Q² = Q. For the square,

    (P − Q)² = P² + Q² − PQ − QP = P + Q − PQ − QP.

Multiplying this on the right by P − Q gives eight terms,

    (P − Q)³ = P² − PQ + QP − Q² − PQP + PQ² − QP² + QPQ.

With P² = P and Q² = Q, the term PQ² = PQ cancels −PQ and the term −QP² = −QP cancels QP, which leaves

    (P − Q)³ = P − Q − PQP + QPQ.

The theorem `idempotent_diff` states this for elements of an arbitrary ring `R`, so neither the rank of P and Q nor Hermiticity plays a part at this stage. In each `calc` chain `noncomm_ring` performs the expansion while keeping the order of factors, and `rw [hP, hQ]` applies idempotency; in the chain for the cube `abel` then does the final cancellation.

```lean
/-- For idempotents `P`, `Q` in any ring, `(P - Q)² = P + Q - PQ - QP` and
`(P - Q)³ = P - Q - PQP + QPQ`. -/
theorem idempotent_diff {R : Type*} [Ring R] (P Q : R) (hP : P * P = P) (hQ : Q * Q = Q) :
    (P - Q) ^ 2 = P + Q - P * Q - Q * P ∧
      (P - Q) ^ 3 = P - Q - P * Q * P + Q * P * Q := by
  have h2 : (P - Q) ^ 2 = P + Q - P * Q - Q * P := by
    calc (P - Q) ^ 2 = P * P + Q * Q - P * Q - Q * P := by noncomm_ring
      _ = P + Q - P * Q - Q * P := by rw [hP, hQ]
  refine ⟨h2, ?_⟩
  calc (P - Q) ^ 3 = (P - Q) ^ 2 * (P - Q) := pow_succ _ 2
    _ = P * P - Q * Q + Q * P - P * Q - P * Q * P - Q * (P * P) + P * (Q * Q)
          + Q * P * Q := by rw [h2]; noncomm_ring
    _ = P - Q - P * Q * P + Q * P * Q := by rw [hP, hQ]; abel
```

## The main identities

Now let ⟨u|u⟩ = ⟨v|v⟩ = 1. The product rule gives P² = ⟨u|u⟩ |u⟩⟨u| = P and likewise Q² = Q. It also gives PQ = s |u⟩⟨v| and QP = conj(s) |v⟩⟨u|, and one more multiplication gives the sandwich rules

    PQP = s |u⟩⟨v|u⟩⟨u| = s conj(s) P = F P,    QPQ = F Q.

The traces are tr P = tr Q = 1 and tr PQ = s ⟨v|u⟩ = F = tr QP. Inserted into the square,

    tr D² = 1 + 1 − F − F = 2(1 − F),

and the sandwich rules inserted into the cube give

    D³ = P − Q − F P + F Q = (1 − F) D.

In words, `proj_diff_main` says: for any finite index type and any two kets with `overlap u u = 1` and `overlap v v = 1`, the trace of the matrix square of `proj u - proj v` is the complex number 2(1 − F), and the matrix cube equals the scalar 1 − F times the same difference. In the proof `hP` and `hQ` are the idempotency relations and are where `hu` and `hv` first enter; `hPQP` and `hQPQ` are the sandwich rules and use no normalisation. For the trace, `simp only` reduces the left side to 1 + 1 − ⟨u|v⟩⟨v|u⟩ − ⟨v|u⟩⟨u|v⟩, and `linear_combination -2 * f1` replaces the two products by F. For the cube, `module` collects the coefficients of P and Q.

```lean
variable [DecidableEq n]

/-- For unit kets with projectors `P`, `Q` and fidelity `F`: `tr (P - Q)² = 2(1 - F)` and
`(P - Q)³ = (1 - F)(P - Q)`. -/
theorem proj_diff_main (u v : n → ℂ) (hu : overlap u u = 1) (hv : overlap v v = 1) :
    trace ((proj u - proj v) ^ 2) = 2 * (1 - (fidelity u v : ℂ)) ∧
      (proj u - proj v) ^ 3 = (1 - (fidelity u v : ℂ)) • (proj u - proj v) := by
  have hm : ∀ a b c d : n → ℂ, ketBra a b * ketBra c d = overlap b c • ketBra a d :=
    fun a b c d => (ketBra_rules a b c d).1
  have ht : ∀ a d : n → ℂ, trace (ketBra a d) = overlap d a :=
    fun a d => (ketBra_rules a a a d).2
  obtain ⟨f1, f2⟩ := overlap_mul_overlap u v
  have hP : proj u * proj u = proj u := by rw [proj, hm, hu, one_smul]
  have hQ : proj v * proj v = proj v := by rw [proj, hm, hv, one_smul]
  -- sandwiched projectors return the outer one, weighted by the fidelity
  have hPQP : proj u * proj v * proj u = (fidelity u v : ℂ) • proj u := by
    rw [proj, proj, hm, Matrix.smul_mul, hm, smul_smul, f1]
  have hQPQ : proj v * proj u * proj v = (fidelity u v : ℂ) • proj v := by
    rw [proj, proj, hm, Matrix.smul_mul, hm, smul_smul, f2]
  obtain ⟨h2, h3⟩ := idempotent_diff (proj u) (proj v) hP hQ
  constructor
  · rw [h2]
    simp only [proj, hm, trace_sub, trace_add, trace_smul, ht, hu, hv, smul_eq_mul]
    linear_combination -2 * f1
  · rw [h3, hPQP, hQPQ]
    module
```

Both identities fail without normalisation, already in dimension one. With u = 1 and v = 2 one has P = 1, Q = 4, D = −3 and F = 4. Then tr D² = 9 while 2(1 − F) = −6, and D³ = −27 while (1 − F) D = 9. The numerical examples set between the theorems, and the remark on multiplicities further down, are worked on paper and are not themselves statements in the Lean file.

It is tempting to cancel a factor D in the cubic identity and write D² = (1 − F)·1, with 1 the identity matrix. The matrix D need not be invertible: it annihilates every vector orthogonal to both u and v. In dimension three the cancelled form would give tr D² = 3(1 − F), which contradicts tr D² = 2(1 − F) whenever F ≠ 1. The cubic form is the one that holds in every dimension.

## All powers

Write c = 1 − F. For every natural number m,

    D^(2m+1) = c^m D.

At m = 0 this reads D = D. If it holds for m = k, then

    D^(2(k+1)+1) = D^(2k+1) D² = c^k D D² = c^k D³ = c^(k+1) D.

One more factor of D gives D^(2m+2) = c^m D², and the trace follows from the case already known:

    tr D^(2m+2) = c^m · 2c = 2 c^(m+1).

The theorem `proj_diff_pow` states both formulas for all `m : ℕ`, including m = 0, where the trace formula is that of the main theorem. The two `generalize` lines replace the difference by an anonymous matrix `D` and 1 − F by an anonymous scalar `c`, so the argument uses only the two relations `h2` and `h3`. The `rw` chain in the successor case follows the displayed line from left to right.

```lean
/-- All powers of the projector difference of unit kets:
`(P - Q)^(2m+1) = (1 - F)^m (P - Q)` and `tr (P - Q)^(2m+2) = 2 (1 - F)^(m+1)`. -/
theorem proj_diff_pow (u v : n → ℂ) (hu : overlap u u = 1) (hv : overlap v v = 1) (m : ℕ) :
    (proj u - proj v) ^ (2 * m + 1) = (1 - (fidelity u v : ℂ)) ^ m • (proj u - proj v) ∧
      trace ((proj u - proj v) ^ (2 * m + 2)) = 2 * (1 - (fidelity u v : ℂ)) ^ (m + 1) := by
  obtain ⟨h2, h3⟩ := proj_diff_main u v hu hv
  generalize proj u - proj v = D at h2 h3 ⊢
  generalize 1 - (fidelity u v : ℂ) = c at h2 h3 ⊢
  have hodd : D ^ (2 * m + 1) = c ^ m • D := by
    induction m with
    | zero => simp
    | succ k ih =>
      have e : 2 * (k + 1) + 1 = (2 * k + 1) + 2 := by ring
      rw [e, pow_add, ih, Matrix.smul_mul, ← pow_succ' D 2, h3, smul_smul, ← pow_succ]
  refine ⟨hodd, ?_⟩
  have e : D ^ (2 * m + 2) = D ^ (2 * m + 1) * D := pow_succ D (2 * m + 1)
  rw [e, hodd, Matrix.smul_mul, ← pow_two, trace_smul, h2, smul_eq_mul]
  ring
```

## Eigenvalues

Let x be a nonzero vector and μ a complex number with D x = μ x. Applying D three times gives D³ x = μ³ x, and the cubic identity gives D³ x = c D x = c μ x. Subtracting,

    μ (μ² − c) x = 0,

and since x ≠ 0, either μ = 0 or μ² = 1 − F. In the statement `*ᵥ` is the matrix–vector product, `heig` is the eigenvalue equation and `hx` excludes the zero vector, which satisfies that equation for every μ. The steps `a1` and `a2` are the two evaluations of D³ x, `h0` is their difference, and the closing case split factors first the scalar multiple and then the product μ (μ² − c).

```lean
/-- Every eigenvalue `μ` of the projector difference of unit kets is zero or satisfies
`μ² = 1 - F`. -/
theorem proj_diff_eigenvalue (u v : n → ℂ) (hu : overlap u u = 1) (hv : overlap v v = 1)
    (μ : ℂ) (x : n → ℂ) (hx : x ≠ 0) (heig : (proj u - proj v) *ᵥ x = μ • x) :
    μ = 0 ∨ μ ^ 2 = 1 - (fidelity u v : ℂ) := by
  have h3 := (proj_diff_main u v hu hv).2
  generalize proj u - proj v = D at h3 heig
  generalize 1 - (fidelity u v : ℂ) = c at h3 ⊢
  have e : D ^ 3 = D * (D * D) := by noncomm_ring
  -- apply both sides of the cubic identity to the eigenvector
  have a1 : (D ^ 3) *ᵥ x = (μ * (μ * μ)) • x := by
    rw [e, ← mulVec_mulVec, ← mulVec_mulVec]
    simp only [heig, mulVec_smul, smul_smul, mul_assoc]
  have a2 : (D ^ 3) *ᵥ x = (c * μ) • x := by
    rw [h3, Matrix.smul_mulVec, heig, smul_smul]
  have h0 : (μ * (μ ^ 2 - c)) • x = 0 := by
    have : μ * (μ ^ 2 - c) = μ * (μ * μ) - c * μ := by ring
    rw [this, sub_smul, ← a1, ← a2, sub_self]
  rcases smul_eq_zero.mp h0 with h | h
  · rcases mul_eq_zero.mp h with h | h
    · exact Or.inl h
    · exact Or.inr (sub_eq_zero.mp h)
  · exact absurd h hx
```

The theorem restricts the possible eigenvalues to 0 and the two square roots of 1 − F. It does not say which of them occur or how often. A count based on the Hermiticity of D, tr D = 0 and tr D² = 2(1 − F) would give, for F < 1, one eigenvalue +√(1 − F) and one −√(1 − F), and that count is what leads on to the trace distance of two pure states, defined as half the sum of the moduli of the eigenvalues of D (counted with multiplicity), which is then √(1 − F). The distance treated in the theorems below is the Hilbert–Schmidt one.

## Hilbert–Schmidt distance

The entries of D satisfy D_ji = u_j conj(u_i) − v_j conj(v_i) = conj(D_ij), so D is Hermitian, and

    tr D² = Σ_i Σ_j D_ij D_ji = Σ_i Σ_j |D_ij|².

The right side is the squared Hilbert–Schmidt (Frobenius) norm of P − Q. With the main theorem,

    Σ_i Σ_j |P_ij − Q_ij|² = 2(1 − F).

In `hilbertSchmidt_dist` the norm bars enclose a single matrix entry, so they denote the modulus of a complex number, and the statement is an equation between real numbers. It gives the squared distance; no square root is taken. The step `hH` is Hermiticity entry by entry, `hs` is the first displayed equation, and `exact_mod_cast` carries the resulting equation from ℂ down to ℝ.

```lean
/-- The squared Hilbert-Schmidt distance of two pure states, `∑ᵢⱼ |Pᵢⱼ - Qᵢⱼ|²`,
equals `2(1 - F)`. -/
theorem hilbertSchmidt_dist (u v : n → ℂ) (hu : overlap u u = 1) (hv : overlap v v = 1) :
    ∑ i, ∑ j, ‖(proj u - proj v) i j‖ ^ 2 = 2 * (1 - fidelity u v) := by
  have h2 := (proj_diff_main u v hu hv).1
  -- the difference is Hermitian
  have hH : ∀ i j, (proj u - proj v) j i = (starRingEnd ℂ) ((proj u - proj v) i j) := by
    intro i j
    simp only [proj, ketBra, Matrix.sub_apply, Matrix.of_apply, map_sub, map_mul,
      Complex.star_def, Complex.conj_conj]
    ring
  generalize proj u - proj v = D at h2 hH ⊢
  have hs : trace (D ^ 2) = ((∑ i, ∑ j, ‖D i j‖ ^ 2 : ℝ) : ℂ) := by
    rw [pow_two]
    simp only [trace, diag_apply, Matrix.mul_apply, Complex.ofReal_sum]
    refine Finset.sum_congr rfl fun i _ => Finset.sum_congr rfl fun j _ => ?_
    rw [hH i j, Complex.mul_conj, Complex.normSq_eq_norm_sq]
  rw [hs] at h2
  exact_mod_cast h2
```

For two pure states of a finite-dimensional quantum system, the squared Hilbert–Schmidt distance of their density matrices is thus fixed by the fidelity alone; the same formula measures the change of the one-particle density matrix of a single determinant of orthonormal spin orbitals, expanded in a finite orthonormal basis, when one occupied orbital u is replaced by a unit ket v orthogonal to the remaining occupied orbitals, since the density matrix then changes by Q − P. Mixed states are not covered. Projectors of higher rank and infinite-dimensional spaces are covered only by the ring identity `idempotent_diff`.

## The bound F ≤ 1 and the case of equality

A sum of squared moduli is non-negative, so 2(1 − F) ≥ 0 and F ≤ 1, which is the Cauchy–Schwarz inequality for unit vectors. If F = 1 the sum vanishes, hence every term vanishes, hence D_ij = 0 for all i and j and P = Q. Conversely, P = Q makes the sum zero and forces F = 1. The theorem `fidelity_le_one` states the bound and the equivalence. The equality it speaks of is that of the matrices `proj u` and `proj v`; the kets themselves may differ, as v = −u shows. In the proof `hnn` is the non-negativity, `linarith` draws the bound from it, and `Finset.sum_eq_zero_iff_of_nonneg` is applied twice, first to isolate row i and then the entry (i, j).

```lean
/-- For unit kets the fidelity is at most one, and it equals one exactly when the two
projectors coincide. -/
theorem fidelity_le_one (u v : n → ℂ) (hu : overlap u u = 1) (hv : overlap v v = 1) :
    fidelity u v ≤ 1 ∧ (fidelity u v = 1 ↔ proj u = proj v) := by
  have h := hilbertSchmidt_dist u v hu hv
  have hn : ∀ i, 0 ≤ ∑ j, ‖(proj u - proj v) i j‖ ^ 2 :=
    fun i => Finset.sum_nonneg fun j _ => sq_nonneg _
  have hnn : 0 ≤ ∑ i, ∑ j, ‖(proj u - proj v) i j‖ ^ 2 := Finset.sum_nonneg fun i _ => hn i
  refine ⟨by linarith, fun hF => ?_, fun hPQ => ?_⟩
  · rw [hF, sub_self, mul_zero] at h
    ext i j
    have hi := (Finset.sum_eq_zero_iff_of_nonneg fun i _ => hn i).mp h i (Finset.mem_univ i)
    have hj := (Finset.sum_eq_zero_iff_of_nonneg fun j _ => sq_nonneg _).mp hi j
      (Finset.mem_univ j)
    have h0 : (proj u - proj v) i j = 0 := norm_eq_zero.mp (pow_eq_zero_iff two_ne_zero |>.mp hj)
    exact sub_eq_zero.mp h0
  · rw [hPQ, sub_self] at h
    simp only [Matrix.zero_apply, norm_zero, ne_eq, OfNat.ofNat_ne_zero, not_false_eq_true,
      zero_pow, Finset.sum_const_zero] at h
    linarith
```

The smallest cases are degenerate. An empty index type has no unit ket, since the overlap is then an empty sum. In dimension one a unit ket is a phase, so P = Q = 1, F = 1, D = 0, and both main identities read 0 = 0. At the other limit, orthogonal kets have F = 0, the distance takes its largest squared value 2, and D³ = D.

## A pair in two dimensions

Take u = (1, 0) and v = (3/5, 4/5), with components indexed by `Fin 2`. Then ⟨u|u⟩ = 1, ⟨v|v⟩ = 9/25 + 16/25 = 1 and s = 3/5, so F = 9/25. The theorem `unit_pair_witness` states these two normalisations and the value of F, which places the pair strictly between the limits F = 0 and F = 1. The facts `h3`, `h4` and `h5` say that conjugation fixes the numbers 3, 4 and 5; after that the two-term sums are evaluated.

For this pair D has the rows (16/25, −12/25) and (−12/25, −16/25). The squared entries add up to (256 + 144 + 144 + 256)/625 = 32/25, in agreement with 2(1 − 9/25), and the eigenvalues are ±4/5, whose square is 1 − F = 16/25.

```lean
/-- The kets `(1, 0)` and `(3/5, 4/5)` are unit vectors with fidelity `9/25`. -/
theorem unit_pair_witness :
    overlap (![1, 0] : Fin 2 → ℂ) ![1, 0] = 1 ∧
      overlap (![3 / 5, 4 / 5] : Fin 2 → ℂ) ![3 / 5, 4 / 5] = 1 ∧
      fidelity (![1, 0] : Fin 2 → ℂ) ![3 / 5, 4 / 5] = 9 / 25 := by
  have h3 : (starRingEnd ℂ) 3 = 3 := map_ofNat _ 3
  have h4 : (starRingEnd ℂ) 4 = 4 := map_ofNat _ 4
  have h5 : (starRingEnd ℂ) 5 = 5 := map_ofNat _ 5
  refine ⟨?_, ?_, ?_⟩
  · simp [overlap, dotProduct, Fin.sum_univ_succ]
  · simp [overlap, dotProduct, Fin.sum_univ_succ, h3, h4, h5]
    norm_num
  · simp [fidelity, overlap, dotProduct, Fin.sum_univ_succ]
    norm_num

end

end ProjectorDifference
```

```lean
#print axioms ProjectorDifference.proj_diff_pow
-- 'ProjectorDifference.proj_diff_pow' depends on axioms: [propext, Classical.choice, Quot.sound]
#print axioms ProjectorDifference.proj_diff_eigenvalue
-- 'ProjectorDifference.proj_diff_eigenvalue' depends on axioms: [propext, Classical.choice, Quot.sound]
#print axioms ProjectorDifference.fidelity_le_one
-- 'ProjectorDifference.fidelity_le_one' depends on axioms: [propext, Classical.choice, Quot.sound]
```
